# A Coupled Lowest Mode Gives a Unique Minimizer of the Residual Kinetic Energy at Fixed Norm

Q: Take one free coefficient x in a pseudo-wavefunction. The residual kinetic energy, meaning the part carried by Fourier components above a chosen cutoff, is up to a constant

E(x) = e x² + 2 f x, with x² = D > 0 and f ≠ 0.

Only x = √D and x = −√D are allowed, and the better one has sign opposite to f. What is there to solve?

A: The choice of sign is the mechanism. Stationarity with a Lagrange multiplier s reads e x + f = s x, so x = −f/(e − s), and the norm condition becomes

f²/(e − s)² = D.

It has two roots, s = e − |f|/√D and s = e + |f|/√D. The lower root gives x the sign opposite to f, with E = eD − 2|f|√D; the upper root gives the other sign and the higher energy. Requiring s < e selects the minimum.

Q: And with several coefficients? I also want to know where the physics enters.

A: Part of the pseudo-wavefunction is fixed by matching at the core radius. The remaining freedom is a finite set of real coefficients xᵢ, in an orthonormal basis that diagonalises the quadratic part of the residual energy. The eᵢ are its eigenvalues, and the fᵢ couple the free modes to the fixed part. The index type `ι` is any finite set of modes.

```lean
import Mathlib

open Finset

namespace OptimizedPseudopotential

noncomputable section

variable {ι : Type*} [Fintype ι]
```

The energy is E(x) = ∑ᵢ (eᵢxᵢ² + 2fᵢxᵢ), with the constant from the fixed part omitted.

```lean
/-- Residual kinetic energy, up to a constant, as a function of the free coefficients `x`
in the basis that diagonalises its quadratic part. -/
def residualKinetic (e f x : ι → ℝ) : ℝ := ∑ i, (e i * x i ^ 2 + 2 * f i * x i)
```

Q: Norm conservation concerns the whole pseudo-wavefunction, not only the free part.

A: Yes. With the free modes orthogonal to the fixed part inside the core, the norms add. D is then the all-electron core norm minus the fixed part's share, and D > 0 says that some norm is left to supply. This reduction is assumed; the file starts from N(x) = ∑ᵢ xᵢ² = D.

```lean
/-- The norm carried by the free coefficients. -/
def chargeNorm (x : ι → ℝ) : ℝ := ∑ i, x i ^ 2
```

Stationarity now holds mode by mode, (eᵢ − s)xᵢ = −fᵢ. Inserting the solution into the norm gives the secular function

S(s) = ∑ᵢ fᵢ²/(eᵢ − s)².

```lean
/-- The secular function of the shift `s`. -/
def secular (e f : ι → ℝ) (s : ℝ) : ℝ := ∑ i, f i ^ 2 / (e i - s) ^ 2
```

Below, y denotes the coefficients yᵢ = −fᵢ/(eᵢ − s), called `optimalCoeff e f s`.

```lean
/-- The coefficients `-f i / (e i - s)` belonging to the shift `s`. -/
def optimalCoeff (e f : ι → ℝ) (s : ℝ) : ι → ℝ := fun i => -f i / (e i - s)
```

Squaring each yᵢ and summing gives N(y) = S(s), so the secular equation S(s) = D is exactly norm conservation for y.

```lean
/-- The norm of the coefficients belonging to the shift `s` is the secular function at `s`. -/
theorem chargeNorm_optimalCoeff (e f : ι → ℝ) (s : ℝ) :
    chargeNorm (optimalCoeff e f s) = secular e f s := by
  unfold chargeNorm secular optimalCoeff
  refine Finset.sum_congr rfl (fun i _ => ?_)
  rw [div_pow, neg_sq]
```

Q: Can you show me numbers?

A: Take modes 0 and 1 with e = (0, 1), f = (1, 2) and D = 2. At s = −1,

S(−1) = 1/1 + 4/4 = 2,

so y = (−1, −1) and E(y) = −2 + (1 − 4) = −5. The competitor x = (1, −1) has the same norm and E(x) = 2 − 3 = −1. The eigenvalue 0 is chosen for easy arithmetic and is not physical: with f₀ ≠ 0 it would make the energy unbounded below in x₀, whereas a residual kinetic energy, constant included, is nonnegative. Adding 1 to both eigenvalues removes this defect; it raises s by 1 and every energy at norm D by D, and leaves the minimizer unchanged.

Q: You guessed s. Why is there no second root below the spectrum?

A: Let k be a mode of lowest eigenvalue with fₖ ≠ 0. For s < t < eₖ, every mode satisfies eᵢ − s > eᵢ − t > 0. Raising the shift therefore lowers no term of S, and it strictly raises the k-th term. Hence S(s) < S(t). The Lean proof makes the same comparison, with `Finset.sum_lt_sum` taking the weak inequalities together with the one strict one.

```lean
/-- Below the lowest mode `k`, if that mode has a nonzero linear coupling, the secular function
is strictly increasing. -/
theorem secular_lt_secular {e f : ι → ℝ} {k : ι} (hmin : ∀ i, e k ≤ e i) (hk : f k ≠ 0)
    {s t : ℝ} (hst : s < t) (ht : t < e k) : secular e f s < secular e f t := by
  have hpos : ∀ i, 0 < e i - t := fun i => by linarith [hmin i]
  have hfk : 0 < f k ^ 2 := (sq_nonneg _).lt_of_ne' (pow_ne_zero 2 hk)
  unfold secular
  refine Finset.sum_lt_sum (fun i _ => ?_) ⟨k, Finset.mem_univ k, ?_⟩
  · exact div_le_div_of_nonneg_left (sq_nonneg _) (pow_pos (hpos i) 2)
      (pow_le_pow_left₀ (hpos i).le (by linarith) 2)
  · exact div_lt_div_of_pos_left hfk (pow_pos (hpos k) 2)
      (pow_lt_pow_left₀ (by linarith) (hpos k).le two_ne_zero)
```

Q: And why is there a root at all?

A: Put F = ∑ᵢ fᵢ² and consider

a = eₖ − √(F/D), b = eₖ − √(fₖ²/D).

Since 0 < fₖ² ≤ F, we have a ≤ b < eₖ. At a, every eᵢ − a is at least √(F/D), so

S(a) ≤ ∑ᵢ fᵢ² D/F = D.

At b, the k-th term alone equals fₖ²/(fₖ²/D) = D and the others are nonnegative, so S(b) ≥ D. No denominator vanishes on [a, b], so S is continuous there and the intermediate value theorem gives a root. In the example the interval is about [−1.58, −0.71]; for a single mode it shrinks to a point. In the proof, `hlow` and `hupp` are the two endpoint estimates.

```lean
/-- If the lowest mode `k` has a nonzero linear coupling and `D > 0`, the secular equation has a
root in an explicit interval below that mode. -/
theorem exists_shift_in_bracket {e f : ι → ℝ} {k : ι} (hmin : ∀ i, e k ≤ e i) (hk : f k ≠ 0)
    {D : ℝ} (hD : 0 < D) :
    ∃ s ∈ Set.Icc (e k - √((∑ i, f i ^ 2) / D)) (e k - √(f k ^ 2 / D)),
      secular e f s = D := by
  have hfk : 0 < f k ^ 2 := (sq_nonneg _).lt_of_ne' (pow_ne_zero 2 hk)
  have hle : f k ^ 2 ≤ ∑ i, f i ^ 2 :=
    Finset.single_le_sum (f := fun i => f i ^ 2) (fun i _ => sq_nonneg _) (Finset.mem_univ k)
  have hF : 0 < ∑ i, f i ^ 2 := lt_of_lt_of_le hfk hle
  have hb : 0 < √(f k ^ 2 / D) := Real.sqrt_pos.2 (div_pos hfk hD)
  have ha : 0 < √((∑ i, f i ^ 2) / D) := Real.sqrt_pos.2 (div_pos hF hD)
  have hba : √(f k ^ 2 / D) ≤ √((∑ i, f i ^ 2) / D) :=
    Real.sqrt_le_sqrt (div_le_div_of_nonneg_right hle hD.le)
  have hcont : ContinuousOn (secular e f)
      (Set.Icc (e k - √((∑ i, f i ^ 2) / D)) (e k - √(f k ^ 2 / D))) := by
    show ContinuousOn (fun s => ∑ i, f i ^ 2 / (e i - s) ^ 2) _
    refine continuousOn_finsetSum _ (fun i _ => ?_)
    refine ContinuousOn.div continuousOn_const (by fun_prop) (fun s hs => ?_)
    have h : 0 < e i - s := by linarith [hmin i, hs.2]
    exact (pow_pos h 2).ne'
  -- at the lower end every denominator is at least the one of the lowest mode
  have hlow : secular e f (e k - √((∑ i, f i ^ 2) / D)) ≤ D := by
    calc secular e f (e k - √((∑ i, f i ^ 2) / D))
        ≤ ∑ i, f i ^ 2 / √((∑ j, f j ^ 2) / D) ^ 2 := by
          unfold secular
          refine Finset.sum_le_sum (fun i _ => ?_)
          exact div_le_div_of_nonneg_left (sq_nonneg _) (pow_pos ha 2)
            (pow_le_pow_left₀ ha.le (by linarith [hmin i]) 2)
      _ = D := by
          rw [← Finset.sum_div, Real.sq_sqrt (div_pos hF hD).le, div_div_eq_mul_div,
            mul_div_cancel_left₀ _ hF.ne']
  -- at the upper end the lowest mode alone already supplies the norm `D`
  have hupp : D ≤ secular e f (e k - √(f k ^ 2 / D)) := by
    calc D = f k ^ 2 / (e k - (e k - √(f k ^ 2 / D))) ^ 2 := by
          rw [sub_sub_cancel, Real.sq_sqrt (div_pos hfk hD).le, div_div_eq_mul_div,
            mul_div_cancel_left₀ _ hfk.ne']
      _ ≤ secular e f (e k - √(f k ^ 2 / D)) :=
          Finset.single_le_sum
            (f := fun i => f i ^ 2 / (e i - (e k - √(f k ^ 2 / D))) ^ 2)
            (fun i _ => div_nonneg (sq_nonneg _) (sq_nonneg _)) (Finset.mem_univ k)
  exact intermediate_value_Icc (by linarith) hcont ⟨hlow, hupp⟩
```

Q: A stationary point need not be a global minimum. The constraint surface is a sphere, which is not convex.

A: An exact identity replaces any convexity argument. For one mode, subtract s(xᵢ² − yᵢ²) + (eᵢ − s)(xᵢ − yᵢ)² from the energy difference. What remains is

(eᵢ − s)(xᵢ² − yᵢ²) + 2fᵢ(xᵢ − yᵢ) − (eᵢ − s)(xᵢ − yᵢ)² = 2(xᵢ − yᵢ)[(eᵢ − s)yᵢ + fᵢ] = 0,

by stationarity. Summing over modes,

E(x) − E(y) = s(N(x) − N(y)) + ∑ᵢ (eᵢ − s)(xᵢ − yᵢ)².

In Lean, `h` is the stationarity equation, and `linear_combination` multiplies it by the factor 2(xᵢ − yᵢ) seen above. The identity holds whenever s equals no eᵢ, whether s lies below the spectrum or not.

```lean
/-- Exact difference in residual kinetic energy between any coefficients `x` and those
belonging to a shift `s` that coincides with no mode. -/
theorem residualKinetic_sub {e f : ι → ℝ} {s : ℝ} (hs : ∀ i, e i ≠ s) (x : ι → ℝ) :
    residualKinetic e f x - residualKinetic e f (optimalCoeff e f s) =
      s * (chargeNorm x - chargeNorm (optimalCoeff e f s)) +
        ∑ i, (e i - s) * (x i - optimalCoeff e f s i) ^ 2 := by
  unfold residualKinetic chargeNorm
  rw [← Finset.sum_sub_distrib, ← Finset.sum_sub_distrib, Finset.mul_sum,
    ← Finset.sum_add_distrib]
  refine Finset.sum_congr rfl (fun i _ => ?_)
  -- stationarity of each coefficient
  have h : (e i - s) * optimalCoeff e f s i = -f i :=
    mul_div_cancel₀ (-f i) (sub_ne_zero.2 (hs i))
  linear_combination 2 * (x i - optimalCoeff e f s i) * h
```

On the constraint surface N(x) = N(y) = D, so the first term vanishes. With s below every eᵢ, the second is positive as soon as one coefficient differs. In the example the gap is (0 + 1)·2² = 4, which matches −1 − (−5).

Q: Does the main theorem say all of this, or only that some minimizer exists?

A: Its hypotheses are `hmin`, that `e k` is the lowest eigenvalue; `hk`, that `f k ≠ 0`; and `hD`, that D is positive. Physically, `hk` says that the residual kinetic energy couples the fixed part to a softest mode. If the lowest eigenvalue is degenerate, one coupled mode among the degenerate ones is enough. The conclusion has two parts. First, `∃!` states that exactly one s satisfies both s < eₖ and S(s) = D. Second, for any such s, the coefficients y have norm D, and every other x of norm D has strictly higher energy.

The proof follows the same order. The bracket supplies a root, and monotonicity excludes a second one on either side of it. The identity then gives the strict energy gap, with `j` a mode in which x and y differ.

```lean
/-- **Optimized norm-conserving coefficients.** If the lowest mode `k` has a nonzero linear coupling
and `D > 0`, exactly one shift below that mode solves the secular equation, and its coefficients are
the unique minimizer of the residual kinetic energy at fixed norm `D`. -/
theorem optimized_coefficients {e f : ι → ℝ} {k : ι} (hmin : ∀ i, e k ≤ e i) (hk : f k ≠ 0)
    {D : ℝ} (hD : 0 < D) :
    (∃! s, s < e k ∧ secular e f s = D) ∧
    ∀ s, s < e k → secular e f s = D →
      chargeNorm (optimalCoeff e f s) = D ∧
      ∀ x, chargeNorm x = D → x ≠ optimalCoeff e f s →
        residualKinetic e f (optimalCoeff e f s) < residualKinetic e f x := by
  constructor
  · obtain ⟨s, hs, hsD⟩ := exists_shift_in_bracket hmin hk hD
    have hb : 0 < √(f k ^ 2 / D) :=
      Real.sqrt_pos.2 (div_pos ((sq_nonneg _).lt_of_ne' (pow_ne_zero 2 hk)) hD)
    have hsk : s < e k := by linarith [hs.2]
    refine ⟨s, ⟨hsk, hsD⟩, ?_⟩
    rintro t ⟨htk, htD⟩
    rcases lt_trichotomy t s with h | h | h
    · linarith [secular_lt_secular hmin hk h hsk]
    · exact h
    · linarith [secular_lt_secular hmin hk h htk]
  · intro s hsk hsD
    have hN : chargeNorm (optimalCoeff e f s) = D := (chargeNorm_optimalCoeff e f s).trans hsD
    refine ⟨hN, fun x hx hne => ?_⟩
    have hpos : ∀ i, 0 < e i - s := fun i => by linarith [hmin i]
    have hgap := residualKinetic_sub (f := f) (fun i => (sub_pos.1 (hpos i)).ne') x
    rw [hx, hN, sub_self, mul_zero, zero_add] at hgap
    -- a differing coefficient costs a positive amount of energy
    obtain ⟨j, hj⟩ := Function.ne_iff.1 hne
    have hsum : 0 < ∑ i, (e i - s) * (x i - optimalCoeff e f s i) ^ 2 :=
      Finset.sum_pos' (fun i _ => mul_nonneg (hpos i).le (sq_nonneg _))
        ⟨j, Finset.mem_univ j, mul_pos (hpos j)
          ((sq_nonneg _).lt_of_ne' (pow_ne_zero 2 (sub_ne_zero.2 hj)))⟩
    linarith
```

Q: So have you proved that my pseudopotential is good?

A: No. For a finite basis, a single norm constraint with D > 0 and a coupled softest mode, the main theorem and the bracket together settle the coefficient step in constructing an optimized norm-conserving pseudopotential: a one-dimensional root search in a known interval yields the global minimum. Transferability, ghost states and the choice of cutoff are separate matters, as are the generalized norm constraints that arise with several projectors. The eᵢ may be any real numbers, although a residual kinetic energy makes them nonnegative.

Q: Can I get the minimum energy without assembling the coefficients?

A: Yes. Each mode contributes eᵢfᵢ²/(eᵢ − s)² − 2fᵢ²/(eᵢ − s). Writing eᵢ = s + (eᵢ − s) and summing gives

E(y) = s S(s) − ∑ᵢ fᵢ²/(eᵢ − s).

At the root, S(s) = D. The example gives −2 − (1 + 2) = −5 again.

```lean
/-- The residual kinetic energy of the coefficients belonging to a shift `s` that coincides
with no mode, in closed form. -/
theorem residualKinetic_optimalCoeff {e f : ι → ℝ} {s : ℝ} (hs : ∀ i, e i ≠ s) :
    residualKinetic e f (optimalCoeff e f s) =
      s * secular e f s - ∑ i, f i ^ 2 / (e i - s) := by
  unfold residualKinetic secular optimalCoeff
  rw [Finset.mul_sum, ← Finset.sum_sub_distrib]
  refine Finset.sum_congr rfl (fun i _ => ?_)
  have h : e i - s ≠ 0 := sub_ne_zero.2 (hs i)
  field_simp
  ring
```

Q: What if the norm target is slightly off?

A: For s below all modes, drop the nonnegative sum from the identity. Then for x of any norm,

E(x) ≥ E(y) + s(N(x) − S(s)).

So the multiplier s is the slope of a linear lower bound on the energy as a function of the norm.

```lean
/-- For a shift `s` below all modes, the residual kinetic energy of coefficients of any norm
is bounded below by a function linear in that norm, with slope `s`. -/
theorem residualKinetic_ge_linear {e f : ι → ℝ} {s : ℝ} (hs : ∀ i, s < e i) (x : ι → ℝ) :
    residualKinetic e f (optimalCoeff e f s) + s * (chargeNorm x - secular e f s) ≤
      residualKinetic e f x := by
  have hgap := residualKinetic_sub (f := f) (fun i => (hs i).ne') x
  rw [chargeNorm_optimalCoeff] at hgap
  have hsum : 0 ≤ ∑ i, (e i - s) * (x i - optimalCoeff e f s i) ^ 2 :=
    Finset.sum_nonneg (fun i _ => mul_nonneg (sub_pos.2 (hs i)).le (sq_nonneg _))
  linarith
```

Q: I still suspect that fₖ ≠ 0 is a technicality.

A: Remove the coupling of the lowest mode: e = (0, 1), f = (0, 1), D = 2. For s < 0,

S(s) = 1/(1 − s)² < 1,

so S(s) = 2 has no root below the spectrum. The energy is

E(x) = x₁² + 2x₁ = (x₁ + 1)² − 1 ≥ −1,

with equality at x₁ = −1. The norm then forces x₀² = 1, and both (1, −1) and (−1, −1) are minimizers. At the minimum the uncoupled mode carries norm 1, but nothing fixes its sign. The eigenvalue 0 is again for easy arithmetic, since a mode confined to the core has a strictly positive one; adding 1 to both eigenvalues leaves the two minimizers and the missing root as they are. The Lean proof uses the same two facts: the bound on (1 − s)² and the square (x₁ + 1)².

```lean
/-- Two modes `0` and `1` with the lowest one uncoupled, at norm `2`: the secular equation has
no root below the lowest mode, and two different sets of coefficients both minimize. -/
theorem uncoupled_lowest_mode :
    (¬ ∃ s < (0 : ℝ), secular ![0, 1] ![0, 1] s = 2) ∧
    chargeNorm ![1, -1] = 2 ∧ chargeNorm ![-1, -1] = 2 ∧
    ∀ x : Fin 2 → ℝ, chargeNorm x = 2 →
      residualKinetic ![0, 1] ![0, 1] ![1, -1] ≤ residualKinetic ![0, 1] ![0, 1] x ∧
      residualKinetic ![0, 1] ![0, 1] ![-1, -1] ≤ residualKinetic ![0, 1] ![0, 1] x := by
  refine ⟨?_, ?_, ?_, fun x _ => ⟨?_, ?_⟩⟩
  · rintro ⟨s, hs, h⟩
    have h1 : 0 < 1 - s := by linarith
    have h2 : 1 / (1 - s) ^ 2 = 2 := by
      simpa [secular, Fin.sum_univ_two] using h
    rw [div_eq_iff (pow_pos h1 2).ne'] at h2
    nlinarith [sq_nonneg s]
  · norm_num [chargeNorm, Fin.sum_univ_two]
  · norm_num [chargeNorm, Fin.sum_univ_two]
  · simp [residualKinetic, Fin.sum_univ_two]
    nlinarith [sq_nonneg (x 1 + 1)]
  · simp [residualKinetic, Fin.sum_univ_two]
    nlinarith [sq_nonneg (x 1 + 1)]

end

end OptimizedPseudopotential
```

```lean
#print axioms OptimizedPseudopotential.optimized_coefficients
#print axioms OptimizedPseudopotential.residualKinetic_optimalCoeff
#print axioms OptimizedPseudopotential.residualKinetic_ge_linear
#print axioms OptimizedPseudopotential.uncoupled_lowest_mode
```

```
'OptimizedPseudopotential.optimized_coefficients' depends on axioms: [propext, Classical.choice, Quot.sound]
'OptimizedPseudopotential.residualKinetic_optimalCoeff' depends on axioms: [propext, Classical.choice, Quot.sound]
'OptimizedPseudopotential.residualKinetic_ge_linear' depends on axioms: [propext, Classical.choice, Quot.sound]
'OptimizedPseudopotential.uncoupled_lowest_mode' depends on axioms: [propext, Classical.choice, Quot.sound]
```
